# Suzuki's five-step composition of Strang steps has local error O(t⁵) for matrices

## The error left by a symmetric step

When $A$ and $B$ do not commute, the Strang step
$$S(t)=e^{tA/2}\,e^{tB}\,e^{tA/2}$$
generally misses the exact evolution $U(t)=e^{t(A+B)}$ by a term of order $t^3$. Over a fixed total time these errors accumulate to second order in the step length, so a hundredfold smaller error takes about ten times as many steps. Suzuki's composition removes the $t^3$ term by combining Strang steps of two different lengths.

For a finite spin chain with a time-independent nearest-neighbour Hamiltonian, $A$ and $B$ can be $-i/\hbar$ times the sums over odd and even bonds, and the result then bounds the error of one real-time step.

## Five steps, one of them backward

Let $p=1/(4-4^{1/3})\approx 0.4145$. Then, as real $t\to0$,
$$S(pt)^2\,S((1-4p)t)\,S(pt)^2-e^{t(A+B)}=O(t^5).$$
The middle step has length $(1-4p)t\approx-0.658\,t$. The evolution advances to about $0.829\,t$, returns to $0.171\,t$, and then advances to $t$.

## Reversibility removes even orders

The exponentials cancel in pairs from the inside, so $S(t)S(-t)=1$. Suppose a reversible method satisfies $S(t)=U(t)+t^m g(t)$ with $m\ge2$ even and $g$ analytic at zero. Since $U(t)U(-t)=1$ as well,
$$0=t^m\left[U(t)g(-t)+g(t)U(-t)+t^m g(t)g(-t)\right].$$
The bracket vanishes for $t\neq0$, hence by continuity at $t=0$, where it equals $2g(0)$. So $g(0)=0$, $g(t)=t\,h(t)$ with $h$ analytic at zero, and the error starts at $t^{m+1}$ or later.

For the Strang step, $S(0)=1=U(0)$ and $S'(0)=A/2+B+A/2=U'(0)$. The error therefore starts at $t^2$ or later, and reversibility raises this to $t^3$.

## The weight removes the cubic term

Write $P=S(pt)$, $Q=S((1-4p)t)$, $a=U(pt)$ and $b=U((1-4p)t)$. The step lengths add up to $t$, so $U(t)=a^2ba^2$. Replacing one factor at a time gives
$$\begin{aligned}P^2QP^2-a^2ba^2={}&(P-a)PQP^2+a(P-a)QP^2+a^2(Q-b)P^2\\&+a^2b(P-a)P+a^2ba(P-a).\end{aligned}$$
With $S(t)=U(t)+t^3g(t)$, we have $P-a=p^3t^3g(pt)$ and $Q-b=(1-4p)^3t^3g((1-4p)t)$. All other factors tend to $1$, so the coefficient of $t^3$ is
$$\left[4p^3+(1-4p)^3\right]g(0).$$
Set $r=4^{1/3}$. From $p(4-r)=1$ follows $1-4p=-rp$, so $(1-4p)^3=-4p^3$ and the coefficient vanishes. Since $0<r<4$, also $p>0$ and $1-4p<0$.

The error now starts at $t^4$ or later. The composition reads the same in both directions, so it is again reversible, and the order rises to $t^5$.

Call the Strang step level $0$, and build level $k+1$ from five steps of level $k$ with the weight $p=1/(4-4^{1/(2k+3)})$. Repeating the argument shows that level $k$ has error $O(t^{2k+3})$; the formula above is level $1$.

## What the Lean statement says

In `suzuki_fourth_order`, `A` and `B` are arbitrary complex matrices over a finite index type `n`; they need not be Hermitian or anti-Hermitian. The time `t` is real, and `hp` fixes the weight. The relation `=O[𝓝 0]` says that some constant $C$, which may depend on $A$ and $B$, bounds the norm of the difference by $C|t|^5$ near zero. The norm is the maximal absolute row sum; another matrix norm would change only $C$.

The theorem gives no value for $C$ and no bound for many successive steps. Unbounded operators, such as the kinetic energy in continuous space, lie beyond its finite matrices.

`suzuki_even_order` states the result for every level, and `suzukiWeight_spec` contains the signs of the two step lengths.

```lean
import Mathlib

open Filter Topology Asymptotics
open scoped Matrix.Norms.Operator

namespace SuzukiFormula

noncomputable section

variable {n : Type*} [Fintype n] [DecidableEq n]

/-- The exact evolution `exp(tH)` generated by a complex matrix `H`. -/
def propagator (H : Matrix n n ℂ) (t : ℝ) : Matrix n n ℂ := NormedSpace.exp (t • H)

/-- The symmetric (Strang) step `exp(tA/2) exp(tB) exp(tA/2)`. -/
def strang (A B : Matrix n n ℂ) (t : ℝ) : Matrix n n ℂ :=
  propagator A (t / 2) * propagator B t * propagator A (t / 2)

/-- Five steps of a method `S`: two of length `pt`, one of length `(1-4p)t`, two of length `pt`. -/
def suzukiStep (p : ℝ) (S : ℝ → Matrix n n ℂ) (t : ℝ) : Matrix n n ℂ :=
  S (p * t) ^ 2 * S ((1 - 4 * p) * t) * S (p * t) ^ 2

/-- Suzuki's weight `1/(4 - 4^(1/(2k+3)))` for the composition that follows level `k`. -/
def suzukiWeight (k : ℕ) : ℝ := 1 / (4 - (4 : ℝ) ^ (1 / (2 * (k : ℝ) + 3)))

/-- Suzuki's hierarchy: level 0 is the Strang step, and each further level composes five
steps of the level below. -/
def suzukiFormula (A B : Matrix n n ℂ) : ℕ → ℝ → Matrix n n ℂ
  | 0 => strang A B
  | k + 1 => suzukiStep (suzukiWeight k) (suzukiFormula A B k)

/-- The method `S` equals `exp(tH)` plus `t^k` times a function analytic at `t = 0`. -/
def LocalError (H : Matrix n n ℂ) (S : ℝ → Matrix n n ℂ) (k : ℕ) : Prop :=
  ∃ g : ℝ → Matrix n n ℂ, AnalyticAt ℝ g 0 ∧ ∀ t, S t = propagator H t + t ^ k • g t

/-- Exact evolutions over successive times compose to the evolution over the total time. -/
theorem propagator_add (H : Matrix n n ℂ) (s t : ℝ) :
    propagator H (s + t) = propagator H s * propagator H t := by
  unfold propagator
  rw [add_smul]
  exact Matrix.exp_add_of_commute _ _ (((Commute.refl H).smul_left s).smul_right t)

/-- The exact evolution is analytic in time at `t = 0`. -/
theorem propagator_analytic (H : Matrix n n ℂ) : AnalyticAt ℝ (propagator H) 0 := by
  have h : AnalyticAt ℝ (NormedSpace.exp : Matrix n n ℂ → Matrix n n ℂ) ((0 : ℝ) • H) :=
    NormedSpace.exp_analytic _
  have h2 : AnalyticAt ℝ (fun t : ℝ => t • H) 0 := analyticAt_id.smul analyticAt_const
  have h3 : AnalyticAt ℝ (fun t : ℝ => (NormedSpace.exp (t • H) : Matrix n n ℂ)) 0 :=
    h.fun_comp_of_eq h2 rfl
  exact h3

omit [DecidableEq n] in
/-- A matrix function analytic at `t = 0` is its initial value plus `t` times a function
analytic there, whose value at `t = 0` is the initial derivative. -/
theorem factor_time {f : ℝ → Matrix n n ℂ} (hf : AnalyticAt ℝ f 0) :
    ∃ g : ℝ → Matrix n n ℂ, AnalyticAt ℝ g 0 ∧ g 0 = deriv f 0 ∧
      ∀ t, f t = f 0 + t • g t := by
  obtain ⟨q, hq⟩ := hf
  refine ⟨dslope f 0, ⟨_, hq.has_fpower_series_dslope_fslope⟩, dslope_same f 0, fun t => ?_⟩
  have h := sub_smul_dslope f 0 t
  rw [sub_zero] at h
  rw [h]
  abel

/-- If a method is time-reversible, `S(t)S(-t) = 1`, a local error of even order `2m+2`
is in fact of order `2m+3`. -/
theorem order_gain_of_reversible {H : Matrix n n ℂ} {S : ℝ → Matrix n n ℂ} {m : ℕ}
    (hS : ∀ t, S t * S (-t) = 1) (h : LocalError H S (2 * m + 2)) :
    LocalError H S (2 * m + 3) := by
  obtain ⟨g, hg, hSg⟩ := h
  have hU := propagator_analytic H
  have hn : AnalyticAt ℝ (fun t : ℝ => -t) 0 := analyticAt_id.neg
  have hgn : AnalyticAt ℝ (fun t => g (-t)) 0 := hg.fun_comp_of_eq hn (by simp)
  have hUn : AnalyticAt ℝ (fun t => propagator H (-t)) 0 := hU.fun_comp_of_eq hn (by simp)
  let F : ℝ → Matrix n n ℂ := fun t =>
    propagator H t * g (-t) + g t * propagator H (-t) + t ^ (2 * m + 2) • (g t * g (-t))
  have hF : AnalyticAt ℝ F 0 :=
    ((hU.mul hgn).add (hg.mul hUn)).add ((analyticAt_id.pow (2 * m + 2)).smul (hg.mul hgn))
  -- reversibility of both evolutions makes `F` vanish away from `t = 0`
  have hFz : ∀ t : ℝ, t ≠ 0 → F t = 0 := by
    intro t ht
    have h1 := hS t
    have hev : (-t) ^ (2 * m + 2) = t ^ (2 * m + 2) := Even.neg_pow ⟨m + 1, by ring⟩ t
    rw [hSg t, hSg (-t), hev] at h1
    have hUU : propagator H t * propagator H (-t) = 1 := by
      rw [← propagator_add, add_neg_cancel]
      simp [propagator]
    have h2 : t ^ (2 * m + 2) • F t = 0 := by
      calc t ^ (2 * m + 2) • F t
          = (propagator H t + t ^ (2 * m + 2) • g t) *
              (propagator H (-t) + t ^ (2 * m + 2) • g (-t))
              - propagator H t * propagator H (-t) := by
            simp only [F, mul_add, add_mul, smul_add, smul_mul_assoc, mul_smul_comm]
            abel
        _ = 0 := by rw [h1, hUU, sub_self]
    exact (smul_eq_zero.mp h2).resolve_left (pow_ne_zero _ ht)
  -- by continuity it vanishes at `t = 0` too, where it is twice the leading coefficient
  have hlim := hF.continuousAt.tendsto.mono_left (nhdsWithin_le_nhds (s := {0}ᶜ))
  have hev : F =ᶠ[𝓝[≠] 0] fun _ => 0 := by
    filter_upwards [self_mem_nhdsWithin] with t ht using hFz t ht
  have hF0 : F 0 = 0 := tendsto_nhds_unique (hlim.congr' hev) tendsto_const_nhds
  have hF2 : F 0 = g 0 + g 0 := by simp [F, propagator]
  have h2g : (2 : ℝ) • g 0 = 0 := by rw [two_smul, ← hF2, hF0]
  have hg0 : g 0 = 0 := (smul_eq_zero.mp h2g).resolve_left two_ne_zero
  obtain ⟨r, hr, -, hgr⟩ := factor_time hg
  refine ⟨r, hr, fun t => ?_⟩
  have hpow : t ^ (2 * m + 3) = t ^ (2 * m + 2) * t := by ring
  rw [hSg t, hgr t, hg0, zero_add, smul_smul, hpow]

/-- If `4p^(k+1) + (1-4p)^(k+1) = 0`, the five-step composition cancels the leading local
error, of order `k+1`, of the method it is built from. -/
theorem suzukiStep_cancels {H : Matrix n n ℂ} {S : ℝ → Matrix n n ℂ} {k : ℕ} {p : ℝ}
    (h : LocalError H S (k + 1)) (hp : 4 * p ^ (k + 1) + (1 - 4 * p) ^ (k + 1) = 0) :
    LocalError H (suzukiStep p S) (k + 2) := by
  obtain ⟨g, hg, hSg⟩ := h
  have hU := propagator_analytic H
  have hSan : AnalyticAt ℝ S 0 := by
    rw [funext hSg]
    exact hU.add ((analyticAt_id.pow (k + 1)).smul hg)
  have U0 : propagator H 0 = 1 := by simp [propagator]
  have S0 : S 0 = 1 := by simp [hSg, U0]
  have hsc : ∀ (f : ℝ → Matrix n n ℂ) (c : ℝ), AnalyticAt ℝ f 0 →
      AnalyticAt ℝ (fun t => f (c * t)) 0 := by
    intro f c hf
    have hl : AnalyticAt ℝ (fun t : ℝ => c * t) 0 := analyticAt_const.mul analyticAt_id
    exact hf.fun_comp_of_eq hl (by simp)
  have hx := hsc g p hg
  have hy := hsc g (1 - 4 * p) hg
  have hP := hsc S p hSan
  have hQ := hsc S (1 - 4 * p) hSan
  have ha := hsc _ p hU
  have hb := hsc _ (1 - 4 * p) hU
  -- telescoping: replace the five factors by exact evolutions one at a time
  let K : ℝ → Matrix n n ℂ := fun t =>
    p ^ (k + 1) • (g (p * t) * S (p * t) * S ((1 - 4 * p) * t) * S (p * t) * S (p * t)
      + propagator H (p * t) * g (p * t) * S ((1 - 4 * p) * t) * S (p * t) * S (p * t)
      + propagator H (p * t) * propagator H (p * t) * propagator H ((1 - 4 * p) * t)
        * g (p * t) * S (p * t)
      + propagator H (p * t) * propagator H (p * t) * propagator H ((1 - 4 * p) * t)
        * propagator H (p * t) * g (p * t))
    + (1 - 4 * p) ^ (k + 1) • (propagator H (p * t) * propagator H (p * t)
        * g ((1 - 4 * p) * t) * S (p * t) * S (p * t))
  have hc : ∀ c : ℝ, AnalyticAt ℝ (fun _ : ℝ => c) 0 := fun c => analyticAt_const
  have hK : AnalyticAt ℝ K 0 :=
    ((hc (p ^ (k + 1))).smul ((((((hx.mul hP).mul hQ).mul hP).mul hP).add
      ((((ha.mul hx).mul hQ).mul hP).mul hP)).add
      ((((ha.mul ha).mul hb).mul hx).mul hP) |>.add
      ((((ha.mul ha).mul hb).mul ha).mul hx))).add
    ((hc ((1 - 4 * p) ^ (k + 1))).smul ((((ha.mul ha).mul hy).mul hP).mul hP))
  have hK0 : K 0 = 0 := by
    have e : K 0 = (4 * p ^ (k + 1) + (1 - 4 * p) ^ (k + 1)) • g 0 := by
      simp only [K, mul_zero, S0, U0, mul_one, one_mul]
      module
    rw [e, hp, zero_smul]
  have key : ∀ t, suzukiStep p S t = propagator H t + t ^ (k + 1) • K t := by
    intro t
    have hUt : propagator H t = propagator H (p * t) * propagator H (p * t)
        * propagator H ((1 - 4 * p) * t) * propagator H (p * t) * propagator H (p * t) := by
      simp only [← propagator_add]
      congr 1
      ring
    have d : ∀ c : ℝ, (t ^ (k + 1) * c ^ (k + 1)) • g (c * t)
        = S (c * t) - propagator H (c * t) := by
      intro c
      rw [hSg (c * t), ← mul_pow, mul_comm t c, add_sub_cancel_left]
    have hKt : t ^ (k + 1) • K t =
        ((t ^ (k + 1) * p ^ (k + 1)) • g (p * t)) * S (p * t) * S ((1 - 4 * p) * t)
          * S (p * t) * S (p * t)
        + propagator H (p * t) * ((t ^ (k + 1) * p ^ (k + 1)) • g (p * t))
          * S ((1 - 4 * p) * t) * S (p * t) * S (p * t)
        + propagator H (p * t) * propagator H (p * t) * propagator H ((1 - 4 * p) * t)
          * ((t ^ (k + 1) * p ^ (k + 1)) • g (p * t)) * S (p * t)
        + propagator H (p * t) * propagator H (p * t) * propagator H ((1 - 4 * p) * t)
          * propagator H (p * t) * ((t ^ (k + 1) * p ^ (k + 1)) • g (p * t))
        + propagator H (p * t) * propagator H (p * t)
          * ((t ^ (k + 1) * (1 - 4 * p) ^ (k + 1)) • g ((1 - 4 * p) * t))
          * S (p * t) * S (p * t) := by
      simp only [K, smul_add, smul_smul, smul_mul_assoc, mul_smul_comm]
    rw [hKt, d p, d (1 - 4 * p), hUt]
    unfold suzukiStep
    generalize S (p * t) = P
    generalize S ((1 - 4 * p) * t) = Q
    generalize propagator H (p * t) = a
    generalize propagator H ((1 - 4 * p) * t) = b
    noncomm_ring
  obtain ⟨r, hr, -, hKr⟩ := factor_time hK
  refine ⟨r, hr, fun t => ?_⟩
  have hpow : t ^ (k + 2) = t ^ (k + 1) * t := by ring
  rw [key t, hKr t, hK0, zero_add, smul_smul, hpow]

/-- Every level of Suzuki's hierarchy is time-reversible: a step back undoes a step forward. -/
theorem suzukiFormula_reversible (A B : Matrix n n ℂ) (k : ℕ) :
    ∀ t, suzukiFormula A B k t * suzukiFormula A B k (-t) = 1 := by
  induction k with
  | zero =>
    intro t
    have h0 : ∀ (X : Matrix n n ℂ) (s : ℝ), propagator X s * propagator X (-s) = 1 := by
      intro X s
      rw [← propagator_add, add_neg_cancel]
      simp [propagator]
    have hc : ∀ (X : Matrix n n ℂ) (s : ℝ) (Y : Matrix n n ℂ),
        propagator X s * (propagator X (-s) * Y) = Y := by
      intro X s Y
      rw [← mul_assoc, h0, one_mul]
    simp only [suzukiFormula, strang, neg_div, mul_assoc, hc, h0]
  | succ k ih =>
    intro t
    have hc : ∀ (s : ℝ) (Y : Matrix n n ℂ),
        suzukiFormula A B k s * (suzukiFormula A B k (-s) * Y) = Y := by
      intro s Y
      rw [← mul_assoc, ih, one_mul]
    simp only [suzukiFormula, suzukiStep, mul_neg, pow_two, mul_assoc, hc, ih]

/-- The Strang step has a local error of third order. -/
theorem strang_order (A B : Matrix n n ℂ) : LocalError (A + B) (strang A B) 3 := by
  have U0 : ∀ X : Matrix n n ℂ, propagator X 0 = 1 := fun X => by simp [propagator]
  have dX : ∀ X : Matrix n n ℂ, HasDerivAt (propagator X) X 0 := by
    intro X
    have h : HasDerivAt (propagator X) (propagator X 0 * X) 0 :=
      hasDerivAt_exp_smul_const X (0 : ℝ)
    rwa [U0, one_mul] at h
  have e : ∀ t : ℝ, propagator A (t / 2) = propagator ((1 / 2 : ℝ) • A) t := by
    intro t
    simp only [propagator, smul_smul, mul_one_div]
  let f : ℝ → Matrix n n ℂ := fun t => propagator ((1 / 2 : ℝ) • A) t * propagator B t
    * propagator ((1 / 2 : ℝ) • A) t - propagator (A + B) t
  have hf : AnalyticAt ℝ f 0 :=
    (((propagator_analytic _).mul (propagator_analytic _)).mul (propagator_analytic _)).sub
      (propagator_analytic _)
  -- the generators add up, so the first derivatives agree
  have hd : HasDerivAt f 0 0 := by
    have h := (((dX ((1 / 2 : ℝ) • A)).mul (dX B)).mul (dX ((1 / 2 : ℝ) • A))).sub (dX (A + B))
    refine HasDerivAt.congr_deriv h ?_
    simp only [Pi.mul_apply, U0, one_mul, mul_one]
    module
  have hf0 : f 0 = 0 := by simp [f, U0]
  obtain ⟨g, hg, hg0, hfg⟩ := factor_time hf
  have hg00 : g 0 = 0 := hg0.trans hd.deriv
  obtain ⟨r, hr, -, hgr⟩ := factor_time hg
  have h2 : LocalError (A + B) (strang A B) (2 * 0 + 2) := by
    refine ⟨r, hr, fun t => ?_⟩
    have h3 : f t = t ^ 2 • r t := by
      rw [hfg t, hf0, hgr t, hg00, zero_add, zero_add, smul_smul, pow_two]
    have h4 : strang A B t = propagator (A + B) t + f t := by
      simp only [strang, e, f]
      abel
    rw [h4, h3]
  exact order_gain_of_reversible (m := 0) (suzukiFormula_reversible A B 0) h2

/-- Suzuki's weight `p` is positive, the middle step `1-4p` runs backward, and
`4p^(2k+3) + (1-4p)^(2k+3) = 0`. -/
theorem suzukiWeight_spec (k : ℕ) :
    0 < suzukiWeight k ∧ 1 - 4 * suzukiWeight k < 0 ∧
      4 * suzukiWeight k ^ (2 * k + 3) + (1 - 4 * suzukiWeight k) ^ (2 * k + 3) = 0 := by
  have hk : (0 : ℝ) ≤ k := Nat.cast_nonneg k
  obtain ⟨r, hrdef⟩ : ∃ r : ℝ, r = (4 : ℝ) ^ (1 / (2 * (k : ℝ) + 3)) := ⟨_, rfl⟩
  have hr0 : 0 < r := by rw [hrdef]; positivity
  have hr : r ^ (2 * k + 3) = 4 := by
    have he : 1 / (2 * (k : ℝ) + 3) * ((2 * k + 3 : ℕ) : ℝ) = 1 := by
      push_cast
      exact one_div_mul_cancel (by positivity)
    rw [hrdef, ← Real.rpow_natCast, ← Real.rpow_mul (by norm_num), he, Real.rpow_one]
  have hr4 : r < 4 := by
    have h1 : 1 / (2 * (k : ℝ) + 3) < 1 := by
      rw [div_lt_one (by positivity)]
      linarith
    have h2 := Real.rpow_lt_rpow_of_exponent_lt (x := 4) (by norm_num) h1
    rwa [Real.rpow_one, ← hrdef] at h2
  have hw : suzukiWeight k = 1 / (4 - r) := by rw [suzukiWeight, hrdef]
  have hpos : 0 < suzukiWeight k := by
    rw [hw]
    exact one_div_pos.mpr (by linarith)
  have hmul : suzukiWeight k * (4 - r) = 1 := by
    rw [hw]
    exact one_div_mul_cancel (by linarith)
  have hmid : 1 - 4 * suzukiWeight k = -(r * suzukiWeight k) := by
    linear_combination (-1) * hmul
  refine ⟨hpos, ?_, ?_⟩
  · rw [hmid]
    exact neg_neg_of_pos (mul_pos hr0 hpos)
  · rw [hmid, Odd.neg_pow ⟨k + 1, by ring⟩, mul_pow, hr]
    ring

/-- Level `k` of Suzuki's hierarchy differs from `exp(t(A+B))` by `O(t^(2k+3))` as `t → 0`. -/
theorem suzuki_even_order (A B : Matrix n n ℂ) (k : ℕ) :
    (fun t : ℝ => suzukiFormula A B k t - propagator (A + B) t)
      =O[𝓝 0] fun t : ℝ => t ^ (2 * k + 3) := by
  have h : LocalError (A + B) (suzukiFormula A B k) (2 * k + 3) := by
    induction k with
    | zero => exact strang_order A B
    | succ k ih =>
      -- the weight removes the odd order, reversibility the even one after it
      exact order_gain_of_reversible (m := k + 1) (suzukiFormula_reversible A B (k + 1))
        (suzukiStep_cancels (k := 2 * k + 2) ih (suzukiWeight_spec k).2.2)
  obtain ⟨g, hg, hS⟩ := h
  have hb := hg.continuousAt.tendsto.isBigO_one ℝ
  have h2 := (isBigO_refl (fun t : ℝ => t ^ (2 * k + 3)) (𝓝 0)).smul hb
  exact h2.congr (fun t => by simp [hS t]) (fun t => by simp)

/-- Suzuki's fourth-order formula: with `p = 1/(4 - 4^(1/3))`, the product
`S(pt)² S((1-4p)t) S(pt)²` of Strang steps differs from `exp(t(A+B))` by `O(t⁵)` as `t → 0`. -/
theorem suzuki_fourth_order (A B : Matrix n n ℂ) {p : ℝ}
    (hp : p = 1 / (4 - (4 : ℝ) ^ (1 / 3 : ℝ))) :
    (fun t : ℝ => strang A B (p * t) ^ 2 * strang A B ((1 - 4 * p) * t)
        * strang A B (p * t) ^ 2 - NormedSpace.exp (t • (A + B)))
      =O[𝓝 0] fun t : ℝ => t ^ 5 := by
  have e : suzukiWeight 0 = p := by
    rw [hp]
    simp [suzukiWeight]
  rw [← e]
  exact suzuki_even_order A B 1

end

end SuzukiFormula
```

```lean
#print axioms SuzukiFormula.suzukiStep_cancels
#print axioms SuzukiFormula.suzuki_fourth_order
```

```
'SuzukiFormula.suzukiStep_cancels' depends on axioms: [propext, Classical.choice, Quot.sound]
'SuzukiFormula.suzuki_fourth_order' depends on axioms: [propext, Classical.choice, Quot.sound]
```

## From the lemmas to the fifth order

`LocalError H S k` expresses $S(t)=U(t)+t^kg(t)$. In `order_gain_of_reversible`, `F` is the bracket above, and uniqueness of limits gives `F 0 = 0`. `strang_order` compares first derivatives and then applies this lemma.

In `suzukiStep_cancels`, `K` collects the five telescoping terms after $t^{k+1}$ is taken out. The `generalize` steps turn the evolutions into plain letters, and `noncomm_ring` checks the identity without commuting them. `suzuki_even_order` alternates cancellation and reversibility by induction; its level 1 is the fourth-order formula.

## Dividing by time with `dslope`

Each gain of an order needs a division by $t$ that keeps analyticity. `factor_time` obtains it from Mathlib's `dslope f 0`, which is the difference quotient $(f(t)-f(0))/t$ for $t\ne0$ and the derivative $f'(0)$ at $t=0$. Its power series is that of $f$ with the coefficients shifted by one place, so it is analytic at zero, and $f(t)=f(0)+t\,g(t)$ holds for every $t$. Error terms thus remain equations until the end, where continuity of the last $g$ bounds it near zero and yields the big-O.
